# Second moments of identical p–p bonds: a trace independent of bond angles and an angular test for isotropy

## Bonds as a family of unit vectors

The neighbours of an atom are represented here by their bond directions alone: a family of vectors $d_j\in\mathbb R^3$, with $j$ running over a finite index set of $z$ elements. Nothing requires the directions to be distinct, and no lattice or bond length appears. In Lean the family is `d : ι → Fin 3 → ℝ`, and $z$ is `Fintype.card ι`.

Unit length is a separate hypothesis, `∀ j, d j ⬝ᵥ d j = 1`. It is written with the dot product because Mathlib's norm on `Fin 3 → ℝ` is the largest absolute component, not the Euclidean length.

## The p–p hopping block

Take three p orbitals on every atom, one along each coordinate axis, with all orbitals orthonormal. In the two-centre approximation, the hopping along a bond is described by two real numbers: $s$ for the σ combination, with both orbitals pointing along the bond, and $p$ for the π combination, with both perpendicular to it and parallel to each other. With $P_j=d_jd_j^{\mathsf T}$, the projector on the bond direction, the hopping block is

$$B_j = s\,P_j + p\,(1-P_j).$$

All bonds share the same $s$ and $p$, which stands for neighbours of one species at one distance.

With energies measured from a common p level, the on-site block of the squared Hamiltonian is the sum over neighbours of hopping out and back. Since $B_j$ is symmetric, this is

$$M=\sum_j B_j^2 .$$

Its diagonal entries are the second moments of the local densities of states of the three orbitals. The file takes this sum as the definition of $M$ and does not derive it from a Hamiltonian.

## What is proved

Let $G=\sum_j P_j$ be the bond tensor and $F=\sum_{j,k}(d_j\cdot d_k)^2$ the sum over all ordered pairs of bonds, including $j=k$. For unit bond vectors and any real $s$, $p$:

1. $\operatorname{tr}M = z(s^2+2p^2)$.
2. $M$ is a multiple of the identity if and only if $s^2=p^2$ or $G=\frac z3 1$.
3. $G=\frac z3 1$ if and only if $F=\frac{z^2}{3}$.
4. If $z\ge 1$, $s^2\neq p^2$ and $M$ is a multiple of the identity, then $z\ge 3$.

When $s^2\neq p^2$, the second and third statements together turn isotropy of $M$ into a condition on bond angles. In this non-interacting model with p orbitals only and identical bonds, an atomic energy contribution that depends only on the trace of that atom's second moment cannot distinguish two arrangements of the same number of neighbours with the same $s$ and $p$.

## Derivation of the trace and the isotropy condition

For a unit vector, $P_j^2=d_j(d_j^{\mathsf T}d_j)d_j^{\mathsf T}=P_j$. Writing $B_j=p\,1+(s-p)P_j$ gives

$$B_j^2=p^2\,1+\bigl[2p(s-p)+(s-p)^2\bigr]P_j=p^2\,1+(s^2-p^2)P_j .$$

Summing over the bonds,

$$M=zp^2\,1+(s^2-p^2)\,G .$$

Each $P_j$ has trace $d_j\cdot d_j=1$, so $\operatorname{tr}G=z$ and

$$\operatorname{tr}M=3zp^2+(s^2-p^2)z=z(s^2+2p^2).$$

Now suppose $M=c\,1$. The trace gives $c=\frac z3(s^2+2p^2)$, and therefore

$$(s^2-p^2)\,G=(c-zp^2)\,1=(s^2-p^2)\,\tfrac z3\,1 .$$

Either $s^2=p^2$, or the factor cancels and $G=\frac z3 1$. Conversely, $s^2=p^2$ gives $M=zp^2\,1$, and $G=\frac z3 1$ gives $M=\frac z3(s^2+2p^2)\,1$. The case $s^2=p^2$ includes $s=-p$, where each block is $p$ times a reflection.

## From the bond tensor to bond angles

Since $\operatorname{tr}(P_jP_k)=(d_j\cdot d_k)^2$, we have $\operatorname{tr}G^2=F$. Let $D=G-\frac z3 1$ be the deviation from isotropy. Then

$$\operatorname{tr}D^2=F-\tfrac{2z}{3}\,z+3\cdot\tfrac{z^2}{9}=F-\tfrac{z^2}{3}.$$

The matrix $D$ is real and symmetric, so $\operatorname{tr}D^2=\sum_{a,b}D_{ab}^2$. This vanishes exactly when $D=0$, which proves the third statement.

For the fourth, the terms $j=k$ in $F$ contribute $z$ and the others are non-negative, so $z\le F$. If $M$ is isotropic and $s^2\ne p^2$, then $F=z^2/3$, hence $z\le z^2/3$. With $z>0$ this gives $z\ge3$.

## The smallest isotropic shell

At $z=3$ the condition reads $F=3$, and the terms $j=k$ already supply all of it. Every $d_j\cdot d_k$ with $j\neq k$ must then vanish, so the three bonds are mutually perpendicular. For bonds along the coordinate axes, $G=1$ and $M=(s^2+2p^2)\,1$.

A single bond gives $M$ the eigenvalue $s^2$ along the bond and $p^2$ twice across it, which is isotropic only if $s^2=p^2$.

## A bond vector that is not normalised

Take one bond with $d=(1,1,0)$, $s=0$ and $p=1$. Here $d\cdot d=2$, and $B=1-dd^{\mathsf T}$ is a reflection, so $M=B^2=1$. The trace is $3$, while the formula would give $2$. The matrix $M$ is isotropic although $s^2\neq p^2$, $G\neq\frac13 1$ and there is only one bond. Requiring the bond vectors to be non-zero and of equal length is therefore not enough for the first, second and fourth statements. It is not enough for the third either: a single bond with $d\cdot d=1/\sqrt3$ has $F=\frac13=\frac{z^2}{3}$, but $G=dd^{\mathsf T}$ has rank one and is not a multiple of the identity. In a program, interatomic difference vectors have to be normalised before they enter $B_j$.

## The Lean file

```lean
import Mathlib

open Matrix

namespace SlaterKosterSecondMoment

noncomputable section

variable {ι : Type*} [Fintype ι]

/-- The outer product `d dᵀ` of a bond vector with itself, acting on the three p orbitals. -/
def bondProj (d : Fin 3 → ℝ) : Matrix (Fin 3) (Fin 3) ℝ := vecMulVec d d

/-- The p-p hopping block `s d dᵀ + p (1 - d dᵀ)` along the bond vector `d`. -/
def hop (s p : ℝ) (d : Fin 3 → ℝ) : Matrix (Fin 3) (Fin 3) ℝ :=
  s • bondProj d + p • (1 - bondProj d)

/-- The on-site second-moment matrix: the sum of the squared hopping blocks over all bonds. -/
def secondMoment (s p : ℝ) (d : ι → Fin 3 → ℝ) : Matrix (Fin 3) (Fin 3) ℝ :=
  ∑ j, hop s p (d j) * hop s p (d j)

/-- The bond tensor `∑ d dᵀ` of the coordination shell. -/
def bondTensor (d : ι → Fin 3 → ℝ) : Matrix (Fin 3) (Fin 3) ℝ := ∑ j, bondProj (d j)

/-- The sum of `(d_j · d_k)²` over all ordered pairs of bonds, including `j = k`. -/
def bondAngleSum (d : ι → Fin 3 → ℝ) : ℝ := ∑ j, ∑ k, (d j ⬝ᵥ d k) ^ 2

/-- For a unit bond vector, `d dᵀ` is idempotent. -/
theorem bondProj_mul_self {d : Fin 3 → ℝ} (h : d ⬝ᵥ d = 1) :
    bondProj d * bondProj d = bondProj d := by
  simp only [dotProduct, Fin.sum_univ_three] at h
  ext i j
  simp only [bondProj, Matrix.mul_apply, Matrix.vecMulVec_apply, Fin.sum_univ_three]
  linear_combination d i * d j * h

/-- For unit bond vectors, the second moment is an isotropic part `z p²` plus
`s² - p²` times the bond tensor, where `z` is the number of bonds. -/
theorem secondMoment_eq (s p : ℝ) {d : ι → Fin 3 → ℝ} (hd : ∀ j, d j ⬝ᵥ d j = 1) :
    secondMoment s p d =
      ((Fintype.card ι : ℝ) * p ^ 2) • (1 : Matrix (Fin 3) (Fin 3) ℝ)
        + (s ^ 2 - p ^ 2) • bondTensor d := by
  -- the square of a single hopping block
  have hsq : ∀ j, hop s p (d j) * hop s p (d j) =
      p ^ 2 • (1 : Matrix (Fin 3) (Fin 3) ℝ) + (s ^ 2 - p ^ 2) • bondProj (d j) := by
    intro j
    have hP := bondProj_mul_self (hd j)
    simp only [hop, add_mul, mul_add, sub_mul, mul_sub, smul_mul_assoc, mul_smul_comm,
      one_mul, mul_one, hP]
    module
  unfold secondMoment bondTensor
  rw [Finset.sum_congr rfl (fun j _ => hsq j), Finset.sum_add_distrib, Finset.sum_const,
    Finset.card_univ, ← Nat.cast_smul_eq_nsmul ℝ, smul_smul, ← Finset.smul_sum]

/-- For unit bond vectors, the trace of the bond tensor is the number of bonds. -/
theorem trace_bondTensor {d : ι → Fin 3 → ℝ} (hd : ∀ j, d j ⬝ᵥ d j = 1) :
    (bondTensor d).trace = (Fintype.card ι : ℝ) := by
  have h1 : ∀ j, (bondProj (d j)).trace = 1 := fun j => hd j
  unfold bondTensor
  rw [Matrix.trace_sum, Finset.sum_congr rfl (fun j _ => h1 j)]
  simp

/-- For `z` unit bond vectors in any geometry, the second moment has trace `z (s² + 2 p²)`. -/
theorem trace_secondMoment (s p : ℝ) {d : ι → Fin 3 → ℝ} (hd : ∀ j, d j ⬝ᵥ d j = 1) :
    (secondMoment s p d).trace = (Fintype.card ι : ℝ) * (s ^ 2 + 2 * p ^ 2) := by
  rw [secondMoment_eq s p hd, Matrix.trace_add, Matrix.trace_smul, Matrix.trace_smul,
    Matrix.trace_one, trace_bondTensor hd, Fintype.card_fin]
  simp only [smul_eq_mul]
  push_cast
  ring

/-- For `z` unit bond vectors, the second moment is a multiple of the identity if and only if
`s² = p²` or the bond tensor equals `z/3` times the identity. -/
theorem secondMoment_isotropic_iff (s p : ℝ) {d : ι → Fin 3 → ℝ}
    (hd : ∀ j, d j ⬝ᵥ d j = 1) :
    (∃ c : ℝ, secondMoment s p d = c • (1 : Matrix (Fin 3) (Fin 3) ℝ)) ↔
      s ^ 2 = p ^ 2 ∨
        bondTensor d = ((Fintype.card ι : ℝ) / 3) • (1 : Matrix (Fin 3) (Fin 3) ℝ) := by
  constructor
  · rintro ⟨c, hc⟩
    by_cases h : s ^ 2 = p ^ 2
    · exact Or.inl h
    right
    -- the trace fixes the constant
    have ht := trace_secondMoment s p hd
    rw [hc, Matrix.trace_smul, Matrix.trace_one, Fintype.card_fin, smul_eq_mul] at ht
    push_cast at ht
    rw [secondMoment_eq s p hd] at hc
    -- compare entries and cancel `s² - p²`
    ext i j
    have e := congrFun (congrFun hc i) j
    simp only [Matrix.add_apply, Matrix.smul_apply, smul_eq_mul] at e ⊢
    apply mul_left_cancel₀ (sub_ne_zero.mpr h)
    linear_combination e + (1 : Matrix (Fin 3) (Fin 3) ℝ) i j / 3 * ht
  · rintro (h | h)
    · refine ⟨(Fintype.card ι : ℝ) * p ^ 2, ?_⟩
      rw [secondMoment_eq s p hd, h, sub_self, zero_smul, add_zero]
    · refine ⟨(Fintype.card ι : ℝ) * p ^ 2
        + (s ^ 2 - p ^ 2) * ((Fintype.card ι : ℝ) / 3), ?_⟩
      rw [secondMoment_eq s p hd, h, smul_smul, ← add_smul]

/-- A real symmetric matrix on the p orbitals whose square has zero trace vanishes. -/
theorem eq_zero_of_trace_sq {D : Matrix (Fin 3) (Fin 3) ℝ} (hs : Dᵀ = D)
    (h : (D * D).trace = 0) : D = 0 := by
  have hs' : ∀ a b, D b a = D a b := fun a b => congrFun (congrFun hs a) b
  -- the trace is the sum of the squared entries
  have h0 : ∑ a, ∑ b, D a b ^ 2 = 0 := by
    refine Eq.trans ?_ h
    simp only [Matrix.trace, Matrix.diag_apply, Matrix.mul_apply]
    exact Finset.sum_congr rfl fun a _ => Finset.sum_congr rfl fun b _ => by
      rw [hs' a b, sq]
  ext a b
  have h1 := (Finset.sum_eq_zero_iff_of_nonneg
    (fun a _ => Finset.sum_nonneg fun b _ => sq_nonneg (D a b))).1 h0 a (Finset.mem_univ a)
  have h2 := (Finset.sum_eq_zero_iff_of_nonneg
    (fun b _ => sq_nonneg (D a b))).1 h1 b (Finset.mem_univ b)
  exact pow_eq_zero_iff two_ne_zero |>.1 h2

/-- For `z` unit bond vectors, the bond tensor equals `z/3` times the identity if and only if
the sum of `(d_j · d_k)²` over all ordered pairs of bonds equals `z²/3`. -/
theorem bondTensor_isotropic_iff {d : ι → Fin 3 → ℝ} (hd : ∀ j, d j ⬝ᵥ d j = 1) :
    bondTensor d = ((Fintype.card ι : ℝ) / 3) • (1 : Matrix (Fin 3) (Fin 3) ℝ) ↔
      bondAngleSum d = (Fintype.card ι : ℝ) ^ 2 / 3 := by
  have hG : (bondTensor d * bondTensor d).trace = bondAngleSum d := by
    unfold bondTensor bondAngleSum
    rw [Finset.sum_mul_sum, Matrix.trace_sum]
    refine Finset.sum_congr rfl fun j _ => ?_
    rw [Matrix.trace_sum]
    refine Finset.sum_congr rfl fun k _ => ?_
    simp only [bondProj, Matrix.trace, Matrix.diag_apply, Matrix.mul_apply,
      Matrix.vecMulVec_apply, dotProduct, Fin.sum_univ_three]
    ring
  have hT : (bondTensor d)ᵀ = bondTensor d := by
    ext a b
    simp only [Matrix.transpose_apply, bondTensor, Matrix.sum_apply, bondProj,
      Matrix.vecMulVec_apply]
    exact Finset.sum_congr rfl fun j _ => mul_comm _ _
  -- the squared deviation from isotropy
  have e : ∀ c : ℝ, (bondTensor d - c • 1) * (bondTensor d - c • 1) =
      bondTensor d * bondTensor d - (2 * c) • bondTensor d
        + (c * c) • (1 : Matrix (Fin 3) (Fin 3) ℝ) := by
    intro c
    simp only [sub_mul, mul_sub, smul_mul_assoc, mul_smul_comm, one_mul, mul_one]
    module
  have key : ((bondTensor d - ((Fintype.card ι : ℝ) / 3) • 1) *
      (bondTensor d - ((Fintype.card ι : ℝ) / 3) • 1)).trace =
      bondAngleSum d - (Fintype.card ι : ℝ) ^ 2 / 3 := by
    rw [e, Matrix.trace_add, Matrix.trace_sub, Matrix.trace_smul, Matrix.trace_smul,
      Matrix.trace_one, hG, trace_bondTensor hd, Fintype.card_fin]
    simp only [smul_eq_mul]
    push_cast
    ring
  constructor
  · intro h
    rw [h, sub_self, zero_mul, Matrix.trace_zero] at key
    linarith
  · intro h
    refine sub_eq_zero.mp (eq_zero_of_trace_sq ?_ ?_)
    · rw [Matrix.transpose_sub, Matrix.transpose_smul, Matrix.transpose_one, hT]
    · rw [key, h, sub_self]

/-- If an atom has at least one bond, all bond vectors are unit vectors and `s² ≠ p²`, then a
second moment that is a multiple of the identity requires at least three bonds. -/
theorem three_le_card_of_isotropic [Nonempty ι] {s p : ℝ} {d : ι → Fin 3 → ℝ}
    (hd : ∀ j, d j ⬝ᵥ d j = 1) (hsp : s ^ 2 ≠ p ^ 2)
    (h : ∃ c : ℝ, secondMoment s p d = c • (1 : Matrix (Fin 3) (Fin 3) ℝ)) :
    3 ≤ Fintype.card ι := by
  have hF := (bondTensor_isotropic_iff hd).1
    (((secondMoment_isotropic_iff s p hd).1 h).resolve_left hsp)
  -- the terms `j = k` alone contribute the number of bonds
  have hge : (Fintype.card ι : ℝ) ≤ bondAngleSum d := by
    calc (Fintype.card ι : ℝ) = ∑ _j : ι, (1 : ℝ) := by simp
      _ ≤ bondAngleSum d := Finset.sum_le_sum fun j _ => by
        have h1 := Finset.single_le_sum (f := fun k => (d j ⬝ᵥ d k) ^ 2)
          (fun k _ => sq_nonneg (d j ⬝ᵥ d k)) (Finset.mem_univ j)
        simpa only [hd j, one_pow] using h1
  have hpos : (0 : ℝ) < Fintype.card ι := by exact_mod_cast Fintype.card_pos
  have h3 : (3 : ℝ) ≤ Fintype.card ι := by
    by_contra hlt
    nlinarith [mul_pos hpos (sub_pos.mpr (not_le.mp hlt))]
  exact_mod_cast h3

end

end SlaterKosterSecondMoment
```

```lean
#print axioms SlaterKosterSecondMoment.secondMoment_isotropic_iff
#print axioms SlaterKosterSecondMoment.three_le_card_of_isotropic
```

```
'SlaterKosterSecondMoment.secondMoment_isotropic_iff' depends on axioms: [propext, Classical.choice, Quot.sound]
'SlaterKosterSecondMoment.three_le_card_of_isotropic' depends on axioms: [propext, Classical.choice, Quot.sound]
```

## Reading the definitions and theorems

`bondProj d` is $dd^{\mathsf T}$, `hop s p d` is the hopping block, and `secondMoment`, `bondTensor` and `bondAngleSum` are $M$, $G$ and $F$. The definitions accept vectors of any length; the hypothesis `hd` restricts the theorems to unit vectors.

The four numbered statements are `trace_secondMoment`, `secondMoment_isotropic_iff`, `bondTensor_isotropic_iff` and `three_le_card_of_isotropic`. "A multiple of the identity" is expressed by the existence of a real `c` with `secondMoment s p d = c • 1`. Only the last theorem assumes at least one bond, through `[Nonempty ι]`. The others also hold for an isolated atom, where $M$, $G$ and $F$ are all zero.

The model leaves out s and d orbitals, orbital overlap, and bonds with different hopping strengths.

## The proof of the trace and isotropy theorems

`bondProj_mul_self` proves $P^2=P$ entry by entry. The two sides differ at entry $(i,j)$ by $d_id_j(d\cdot d-1)$, so `linear_combination d i * d j * h` closes the goal.

`secondMoment_eq` first establishes the square of one block as `hsq`. The `simp only` call multiplies out the product and replaces $P^2$ by $P$, and `module` compares the coefficients of $1$ and $P$. The closing rewrites sum over the bonds, turning the constant term into $zp^2\,1$ and taking $s^2-p^2$ out of the sum.

`trace_bondTensor` uses the fact that the trace of $dd^{\mathsf T}$ unfolds to $d\cdot d$, which is why `hd j` itself serves as the proof that each projector has trace one. `trace_secondMoment` then takes the trace of the decomposition term by term.

In `secondMoment_isotropic_iff`, the forward direction splits on whether $s^2=p^2$. If not, `ht` records the trace equation for $c$, and `e` is one entry of $M=c\,1$. The lemma `mul_left_cancel₀` reduces the goal to its version multiplied by $s^2-p^2$, and `linear_combination` obtains that by eliminating $c$ between `e` and `ht`. For the converse, the proof supplies the constant explicitly in each case.

## The proof of the angle criterion and the bond count

`eq_zero_of_trace_sq` rewrites $\operatorname{tr}D^2$ as the sum of squared entries, using symmetry. A vanishing sum of non-negative terms has only zero terms; this is applied first to the rows and then to the entries within a row.

`bondTensor_isotropic_iff` assembles the calculation with $D$. Its intermediate results are $\operatorname{tr}G^2=F$ (`hG`), the symmetry of $G$ (`hT`), the expansion of the square (`e`) and $\operatorname{tr}D^2=F-z^2/3$ (`key`). One direction substitutes $D=0$ into `key`; the other applies `eq_zero_of_trace_sq`.

`three_le_card_of_isotropic` combines the two equivalences to get $F=z^2/3$. The bound $z\le F$ is `hge`, where `Finset.single_le_sum` keeps only the term $k=j$ of each inner sum. If $z$ were below $3$, the product $z(3-z)$ would be positive, contradicting $z\le z^2/3$; `nlinarith` finds this contradiction from that product.
